# In a two-point radial model with one attractive and one repulsive shell, the Kleinman–Bylander error takes the sign of the reference state's mean potential

Let the nonlocal part of a pseudopotential be $-1$ on one radial shell and $1$ on a second, let a state have a single amplitude on each shell, and replace this part by the Kleinman–Bylander separable form built from the reference state $(3/5,\,4/5)$: the potential changes by $\frac17\begin{pmatrix}16&-12\\-12&9\end{pmatrix}$, whose mean value is negative in no state, so the replacement is never too attractive. With the reference state $(4/5,\,3/5)$ the change is $-\frac17\begin{pmatrix}9&-12\\-12&16\end{pmatrix}$, and the replacement is never too repulsive.

```lean
import Mathlib

open Matrix

namespace KleinmanBylanderSign

variable {ι : Type*} [Fintype ι]

/-- The mean value `⟨x, A x⟩` of a real potential matrix `A` in the state `x`. -/
def meanValue (A : Matrix ι ι ℝ) (x : ι → ℝ) : ℝ := x ⬝ᵥ (A *ᵥ x)

/-- The Kleinman-Bylander separable potential `Aφ (Aφ)ᵀ / ⟨φ, A φ⟩`, meant for reference
states with `⟨φ, A φ⟩ ≠ 0`. -/
noncomputable def separable (A : Matrix ι ι ℝ) (φ : ι → ℝ) : Matrix ι ι ℝ :=
  (meanValue A φ)⁻¹ • vecMulVec (A *ᵥ φ) (A *ᵥ φ)

/-- The separable error: separable potential minus original potential, meant for reference
states with `⟨φ, A φ⟩ ≠ 0`. -/
noncomputable def separableError (A : Matrix ι ι ℝ) (φ : ι → ℝ) : Matrix ι ι ℝ :=
  separable A φ - A

/-- If `a = ⟨φ, A φ⟩` is nonzero, then `a` times the mean separable error in the state `x`
is `⟨x, A φ⟩² - a ⟨x, A x⟩`. -/
theorem scaled_error (A : Matrix ι ι ℝ) (φ x : ι → ℝ) (ha : meanValue A φ ≠ 0) :
    meanValue A φ * meanValue (separableError A φ) x =
      (x ⬝ᵥ (A *ᵥ φ)) ^ 2 - meanValue A φ * meanValue A x := by
  -- the separable potential projects on `Aφ`
  have hE : ∀ (c : ℝ) (u : ι → ℝ),
      (c • vecMulVec u u) *ᵥ x = (c * (u ⬝ᵥ x)) • u := by
    intro c u
    ext i
    simp only [mulVec, dotProduct, Matrix.smul_apply, vecMulVec_apply, Pi.smul_apply,
      smul_eq_mul, Finset.sum_mul, Finset.mul_sum]
    exact Finset.sum_congr rfl fun j _ => by ring
  have h : meanValue (separableError A φ) x =
      (meanValue A φ)⁻¹ * (x ⬝ᵥ (A *ᵥ φ)) ^ 2 - meanValue A x := by
    change x ⬝ᵥ (((meanValue A φ)⁻¹ • vecMulVec (A *ᵥ φ) (A *ᵥ φ) - A) *ᵥ x) =
      (meanValue A φ)⁻¹ * (x ⬝ᵥ (A *ᵥ φ)) ^ 2 - x ⬝ᵥ (A *ᵥ x)
    rw [Matrix.sub_mulVec, hE, dotProduct_sub, dotProduct_smul,
      dotProduct_comm (A *ᵥ φ) x, smul_eq_mul]
    ring
  rw [h, mul_sub, ← mul_assoc, mul_inv_cancel₀ ha, one_mul]

/-- For a potential that is diagonal in the shells, with `a = ⟨φ, A φ⟩` nonzero, `a` times the
mean separable error is a difference of products of shell sums. -/
theorem scaled_error_shells [DecidableEq ι] (v φ x : ι → ℝ)
    (ha : meanValue (diagonal v) φ ≠ 0) :
    meanValue (diagonal v) φ * meanValue (separableError (diagonal v) φ) x =
      (∑ i, v i * x i * φ i) ^ 2 - (∑ i, v i * φ i ^ 2) * ∑ i, v i * x i ^ 2 := by
  have hb : ∀ y z : ι → ℝ, y ⬝ᵥ (diagonal v *ᵥ z) = ∑ i, v i * y i * z i := by
    intro y z
    simp only [dotProduct, mulVec_diagonal]
    exact Finset.sum_congr rfl fun i _ => by ring
  have hm : ∀ y : ι → ℝ, meanValue (diagonal v) y = ∑ i, v i * y i ^ 2 := by
    intro y
    unfold meanValue
    rw [hb]
    exact Finset.sum_congr rfl fun i _ => by ring
  rw [scaled_error _ _ _ ha, hb, hm, hm]

/-- For a symmetric potential on two shells, possibly coupled, and a reference state with
`a = ⟨φ, A φ⟩` nonzero, the separable error is `-(det A / a) w wᵀ`, where `w` is `φ` turned by
a right angle. -/
theorem two_shell_error (A : Matrix (Fin 2) (Fin 2) ℝ) (hA : A.IsSymm) (φ : Fin 2 → ℝ)
    (ha : meanValue A φ ≠ 0) :
    separableError A φ =
      (-A.det / meanValue A φ) • vecMulVec ![φ 1, -φ 0] ![φ 1, -φ 0] := by
  have h10 : A 1 0 = A 0 1 := hA.apply 0 1
  have he : meanValue A φ =
      A 0 0 * φ 0 ^ 2 + 2 * A 0 1 * φ 0 * φ 1 + A 1 1 * φ 1 ^ 2 := by
    simp only [meanValue, mulVec, dotProduct, Fin.sum_univ_two, h10]
    ring
  ext i j
  -- the identity entry by entry, cleared of the denominator
  have key : (A *ᵥ φ) i * (A *ᵥ φ) j - meanValue A φ * A i j =
      -A.det * (![φ 1, -φ 0] i * ![φ 1, -φ 0] j) := by
    rw [he]
    fin_cases i <;> fin_cases j <;>
      simp [mulVec, dotProduct, Fin.sum_univ_two, det_fin_two, h10] <;> ring
  simp only [separableError, separable, Matrix.sub_apply, Matrix.smul_apply,
    vecMulVec_apply, smul_eq_mul]
  rw [div_mul_eq_mul_div, ← key]
  field_simp

/-- One attractive shell `v₁ < 0` and one repulsive shell `v₂ > 0`: for the reference state
`(cos t, sin t)` with `a = ⟨φ, A φ⟩` nonzero, the separable error is `(|v₁ v₂| / a) w wᵀ` with
`w = (sin t, -cos t)`. -/
theorem mixed_shell_error (v₁ v₂ t : ℝ) (h₁ : v₁ < 0) (h₂ : 0 < v₂)
    (ha : meanValue (diagonal ![v₁, v₂]) ![Real.cos t, Real.sin t] ≠ 0) :
    separableError (diagonal ![v₁, v₂]) ![Real.cos t, Real.sin t] =
      (|v₁ * v₂| / meanValue (diagonal ![v₁, v₂]) ![Real.cos t, Real.sin t]) •
        vecMulVec ![Real.sin t, -Real.cos t] ![Real.sin t, -Real.cos t] := by
  have hd : (diagonal ![v₁, v₂]).det = v₁ * v₂ := by
    simp [det_diagonal, Fin.prod_univ_two]
  have h := two_shell_error _ (isSymm_diagonal ![v₁, v₂]) _ ha
  rw [hd] at h
  rw [abs_of_neg (mul_neg_of_neg_of_pos h₁ h₂)]
  exact h

/-- With `v₁ < 0 < v₂`, in every state `x` not proportional to the reference state
`(cos t, sin t)`, the separable form is strictly too repulsive if `⟨φ, A φ⟩ > 0` and strictly
too attractive if `⟨φ, A φ⟩ < 0`. -/
theorem mixed_shell_sign (v₁ v₂ t : ℝ) (h₁ : v₁ < 0) (h₂ : 0 < v₂) (x : Fin 2 → ℝ)
    (hx : Real.sin t * x 0 - Real.cos t * x 1 ≠ 0) :
    (0 < meanValue (diagonal ![v₁, v₂]) ![Real.cos t, Real.sin t] →
      0 < meanValue (separableError (diagonal ![v₁, v₂]) ![Real.cos t, Real.sin t]) x) ∧
    (meanValue (diagonal ![v₁, v₂]) ![Real.cos t, Real.sin t] < 0 →
      meanValue (separableError (diagonal ![v₁, v₂]) ![Real.cos t, Real.sin t]) x < 0) := by
  have hp : 0 < -(v₁ * v₂) * (Real.sin t * x 0 - Real.cos t * x 1) ^ 2 :=
    mul_pos (neg_pos.2 (mul_neg_of_neg_of_pos h₁ h₂))
      ((sq_nonneg _).lt_of_ne' (pow_ne_zero 2 hx))
  -- the mean error has the same sign as the reference mean value
  have key : meanValue (diagonal ![v₁, v₂]) ![Real.cos t, Real.sin t] ≠ 0 →
      0 < meanValue (diagonal ![v₁, v₂]) ![Real.cos t, Real.sin t] *
        meanValue (separableError (diagonal ![v₁, v₂]) ![Real.cos t, Real.sin t]) x := by
    intro ha
    rw [scaled_error_shells _ _ _ ha]
    refine lt_of_lt_of_eq hp ?_
    simp only [Fin.sum_univ_two, Matrix.cons_val_zero, Matrix.cons_val_one]
    ring
  constructor
  · intro ha
    have h := key ha.ne'
    by_contra! hn
    nlinarith
  · intro ha
    have h := key ha.ne
    by_contra! hn
    nlinarith

/-- Shell potentials of one sign, any number of shells: if none is attractive and
`⟨φ, A φ⟩ > 0`, the separable form is nowhere too repulsive; if none is repulsive and
`⟨φ, A φ⟩ < 0`, it is nowhere too attractive. -/
theorem definite_sign [DecidableEq ι] (v φ x : ι → ℝ) :
    ((∀ i, 0 ≤ v i) → 0 < meanValue (diagonal v) φ →
      meanValue (separableError (diagonal v) φ) x ≤ 0) ∧
    ((∀ i, v i ≤ 0) → meanValue (diagonal v) φ < 0 →
      0 ≤ meanValue (separableError (diagonal v) φ) x) := by
  constructor
  · intro hv ha
    have h := scaled_error_shells v φ x ha.ne'
    -- Cauchy-Schwarz with the weights `v i`
    have cs : (∑ i, v i * x i * φ i) ^ 2 ≤ (∑ i, v i * φ i ^ 2) * ∑ i, v i * x i ^ 2 :=
      Finset.sum_sq_le_sum_mul_sum_of_sq_le_mul Finset.univ
        (fun i _ => mul_nonneg (hv i) (sq_nonneg _))
        (fun i _ => mul_nonneg (hv i) (sq_nonneg _)) (fun i _ => le_of_eq (by ring))
    by_contra! hn
    nlinarith [mul_pos ha hn]
  · intro hv ha
    have h := scaled_error_shells v φ x ha.ne
    -- Cauchy-Schwarz with the weights `-v i`
    have cs : (∑ i, v i * x i * φ i) ^ 2 ≤
        (∑ i, -v i * φ i ^ 2) * ∑ i, -v i * x i ^ 2 :=
      Finset.sum_sq_le_sum_mul_sum_of_sq_le_mul Finset.univ
        (fun i _ => mul_nonneg (neg_nonneg.2 (hv i)) (sq_nonneg _))
        (fun i _ => mul_nonneg (neg_nonneg.2 (hv i)) (sq_nonneg _))
        (fun i _ => le_of_eq (by ring))
    simp only [neg_mul, Finset.sum_neg_distrib, mul_neg, neg_neg] at cs
    by_contra! hn
    nlinarith [mul_pos_of_neg_of_neg ha hn]

/-- Any number of shells, of which at most the shell `j` is attractive: if `⟨φ, A φ⟩ < 0`,
the separable form is nowhere too repulsive. -/
theorem one_attractive_shell [DecidableEq ι] (v φ x : ι → ℝ) (j : ι)
    (hv : ∀ i, i ≠ j → 0 ≤ v i) (ha : meanValue (diagonal v) φ < 0) :
    meanValue (separableError (diagonal v) φ) x ≤ 0 := by
  have h := scaled_error_shells v φ x ha.ne
  have hm : meanValue (diagonal v) φ = ∑ i, v i * φ i ^ 2 := by
    simp only [meanValue, dotProduct, mulVec_diagonal]
    exact Finset.sum_congr rfl fun i _ => by ring
  -- a state that is empty on shell `j` has non-negative mean potential
  have hz : ∀ z : ι → ℝ, z j = 0 → 0 ≤ ∑ i, v i * z i ^ 2 := by
    intro z hzj
    refine Finset.sum_nonneg fun i _ => ?_
    by_cases hij : i = j
    · rw [hij, hzj]
      norm_num
    · exact mul_nonneg (hv i hij) (sq_nonneg _)
  have hφ : φ j ≠ 0 := by
    intro h0
    have := hz φ h0
    linarith
  -- remove from `x` the multiple of `φ` that empties shell `j`
  obtain ⟨s, hs⟩ : ∃ s : ℝ, x j - s * φ j = 0 := ⟨x j / φ j, by field_simp; ring⟩
  have h1 := hz (fun i => x i - s * φ i) hs
  have h2 : ∑ i, v i * (x i - s * φ i) ^ 2 = (∑ i, v i * x i ^ 2) -
      2 * s * (∑ i, v i * x i * φ i) + s ^ 2 * ∑ i, v i * φ i ^ 2 := by
    rw [Finset.mul_sum, Finset.mul_sum, ← Finset.sum_sub_distrib, ← Finset.sum_add_distrib]
    exact Finset.sum_congr rfl fun i _ => by ring
  have h3 : 0 ≤ (∑ i, v i * x i ^ 2) -
      2 * s * (∑ i, v i * x i * φ i) + s ^ 2 * ∑ i, v i * φ i ^ 2 := h2 ▸ h1
  have h4 := mul_nonneg (neg_nonneg.2 (hm ▸ ha.le)) h3
  by_contra! hn
  nlinarith [mul_neg_of_neg_of_pos ha hn,
    sq_nonneg ((∑ i, v i * x i * φ i) - s * ∑ i, v i * φ i ^ 2)]

/-- Three shells with potentials `-1, 1, 1` and reference state `(1, 1, 1)`: here
`⟨φ, A φ⟩ = 1`, and the mean separable error is `2` in the state `(1, 0, 0)` and `-2` in the
state `(0, 1, -1)`. -/
theorem three_shells_no_sign :
    meanValue (diagonal ![(-1 : ℝ), 1, 1]) ![1, 1, 1] = 1 ∧
    meanValue (separableError (diagonal ![(-1 : ℝ), 1, 1]) ![1, 1, 1]) ![1, 0, 0] = 2 ∧
    meanValue (separableError (diagonal ![(-1 : ℝ), 1, 1]) ![1, 1, 1]) ![0, 1, -1] = -2 := by
  -- the third entry of an explicit vector
  have e2 : ∀ a b c : ℝ, (![a, b, c] : Fin 3 → ℝ) (2 : Fin 3) = c := fun _ _ _ => rfl
  have h1 : meanValue (diagonal ![(-1 : ℝ), 1, 1]) ![1, 1, 1] = 1 := by
    simp only [meanValue, dotProduct, mulVec_diagonal]
    norm_num [Fin.sum_univ_three, e2]
  have h := fun x : Fin 3 → ℝ =>
    scaled_error_shells ![(-1 : ℝ), 1, 1] ![1, 1, 1] x (by rw [h1]; exact one_ne_zero)
  simp only [h1, one_mul] at h
  refine ⟨h1, ?_, ?_⟩
  · rw [h]
    norm_num [Fin.sum_univ_three, e2]
  · rw [h]
    norm_num [Fin.sum_univ_three, e2]

end KleinmanBylanderSign
```

```lean
#print axioms KleinmanBylanderSign.two_shell_error
-- 'KleinmanBylanderSign.two_shell_error' depends on axioms: [propext, Classical.choice, Quot.sound]
#print axioms KleinmanBylanderSign.mixed_shell_sign
-- 'KleinmanBylanderSign.mixed_shell_sign' depends on axioms: [propext, Classical.choice, Quot.sound]
#print axioms KleinmanBylanderSign.one_attractive_shell
-- 'KleinmanBylanderSign.one_attractive_shell' depends on axioms: [propext, Classical.choice, Quot.sound]
#print axioms KleinmanBylanderSign.three_shells_no_sign
-- 'KleinmanBylanderSign.three_shells_no_sign' depends on axioms: [propext, Classical.choice, Quot.sound]
```

## The sign of the error in states other than the reference

A norm-conserving pseudopotential acts differently on each angular momentum. The Kleinman–Bylander form replaces this nonlocal part, in one channel, by a projector that is cheap to apply and exact on a chosen reference state. In any other state it may be too repulsive or too attractive.

Write $A$ for the original nonlocal part in that channel, which is the channel's potential minus a local potential common to all channels; "attractive" and "repulsive" refer to the sign of this difference. Write $\varphi$ for the reference state and $a=\langle\varphi,A\varphi\rangle$. The separable potential and its error are
$$K=\frac{A\varphi\,(A\varphi)^T}{a},\qquad E=K-A .$$
A positive $\langle x,Ex\rangle$ means that $K$ is too repulsive in the state $x$. The theorems say the following, always for $a\neq0$.

- `two_shell_error`: for a symmetric $A$ on two shells, $E=-(\det A/a)\,ww^T$ with $w=(\varphi_1,-\varphi_0)$.
- `mixed_shell_error`: for $A=\mathrm{diag}(v_1,v_2)$ with $v_1<0<v_2$ and $\varphi=(\cos t,\sin t)$, this becomes $E=(|v_1v_2|/a)\,ww^T$ with $w=(\sin t,-\cos t)$.
- `mixed_shell_sign`: in that case $\langle x,Ex\rangle$ has strictly the sign of $a$ for every $x$ not proportional to $\varphi$.
- `definite_sign`: if the shell potentials all have one sign, on any number of shells, the error has the opposite sign to $a$ or vanishes.
- `one_attractive_shell`: if at most one shell is attractive and $a<0$, the separable form is never too repulsive.
- `three_shells_no_sign`: for $a>0$ the two-shell rule does not extend to three shells.

## Shells, states and mean values

A shell here is a range of radii on which a state has a single amplitude, not a set of electron levels. The finite type `ι` labels the shells, a function `ι → ℝ` gives the real amplitudes of a state, with the radial weight absorbed into them, and `diagonal v` is a potential with the value `v i` on shell `i`. Lean counts two shells as 0 and 1, so $v_1$ belongs to shell 0 and $v_2$ to shell 1. The matrix `vecMulVec u u` is $uu^T$.

`meanValue A x` is $\langle x,Ax\rangle$ without division by $\langle x,x\rangle$. This leaves signs unchanged, and $K$ does not depend on the length of $\varphi$.

The condition $a\ne0$ says that the reference state feels the nonlocal potential on average. With shells of both signs, attraction and repulsion can cancel in $a$, and near such a cancellation the two-shell error grows like $1/a$.

If $x$ is a normalised eigenstate of the full Hamiltonian before the replacement, with a non-degenerate level, then $\langle x,Ex\rangle$ is the first-order shift of that level. In this model of one channel on finitely many shells, a sign given by the theorems therefore tells which way the level is pushed to first order, if it is pushed at all. The rules that count shells do not in general survive a finer radial grid. Dividing the repulsive shell in two can give the potentials of `three_shells_no_sign`, where the rule for $a>0$ fails, and with two attractive shells the rule for $a<0$ can fail, as the last section shows. Only `definite_sign` holds for any number of shells without limiting how many are attractive or repulsive, provided that all have one sign.

## One identity behind all the signs

Since $Kx=\frac{\langle A\varphi,x\rangle}{a}A\varphi$, the mean error is $\langle x,A\varphi\rangle^2/a-\langle x,Ax\rangle$. Multiplication by $a$ gives
$$a\,\langle x,Ex\rangle=\langle x,A\varphi\rangle^2-a\,\langle x,Ax\rangle .$$
This is `scaled_error`; its auxiliary fact `hE` is the action of the projector on $x$. For a diagonal potential put $b=\sum_i v_ix_i\varphi_i$ and $c=\sum_i v_ix_i^2$. With $a=\sum_i v_i\varphi_i^2$ the right-hand side is $b^2-ac$, which is `scaled_error_shells`.

## Two shells

The error $E$ is symmetric and gives zero on $\varphi$, because $K\varphi=A\varphi$. In two dimensions only a multiple of $ww^T$ is left. To find the factor, let $A=\begin{pmatrix}p&q\\q&r\end{pmatrix}$ and $u=A\varphi=(p\varphi_0+q\varphi_1,\;q\varphi_0+r\varphi_1)$, so that $a=p\varphi_0^2+2q\varphi_0\varphi_1+r\varphi_1^2$. Expanding,
$$\begin{aligned}
u_0^2-ap&=-(pr-q^2)\,\varphi_1^2,\\
u_0u_1-aq&=(pr-q^2)\,\varphi_0\varphi_1,\\
u_1^2-ar&=-(pr-q^2)\,\varphi_0^2 .
\end{aligned}$$
These are the entries of $-\det A\;ww^T$, and division by $a$ gives the formula. In Lean, `key` states these equations, `fin_cases` runs through the entries, `ring` expands them, and `field_simp` handles the denominator.

For the mixed case $\det A=v_1v_2<0$, so $-\det A=|v_1v_2|$ and
$$\langle x,Ex\rangle=\frac{|v_1v_2|}{a}\,(\sin t\,x_0-\cos t\,x_1)^2 .$$
The bracket vanishes exactly when $x$ is proportional to $\varphi$; the hypothesis `hx` excludes this case. The Lean proof of the sign starts from $b^2-ac$, shows that $a\langle x,Ex\rangle>0$, and concludes that the two factors have the same sign.

In the opening example $a=-\frac{9}{25}+\frac{16}{25}=\frac{7}{25}$ and $A\varphi=(-\frac35,\frac45)$, so
$$K=\frac17\begin{pmatrix}9&-12\\-12&16\end{pmatrix}.$$
Subtracting $\mathrm{diag}(-1,1)$ gives the stated error. In the state $(1,0)$, which sits on the attractive shell, the true mean potential is $-1$ and the separable one is $\frac97$: attraction has become repulsion.

## Potentials of one sign

For any number $s$,
$$\sum_i v_i(x_i-s\varphi_i)^2=c-2sb+s^2a .$$
With $s=b/a$ the right-hand side is $c-b^2/a=-\langle x,Ex\rangle$. If all $v_i\ge0$, the left-hand side is non-negative and the error is at most zero; if all $v_i\le0$, the error is at least zero. Lean uses the equivalent weighted Cauchy–Schwarz inequality $b^2\le ac$, named `cs`, with weights `v i` in the first case and `-v i` in the second. The sign of $a$ then fixes that of the error.

## One attractive shell among many

Let $j$ be the only shell that may be attractive, and let $a<0$. A state that is empty on $j$ has non-negative mean potential (`hz`), so $\varphi_j\neq0$. Choose $s=x_j/\varphi_j$, so that $x-s\varphi$ is empty on $j$. Then
$$0\le c-2sb+s^2a .$$
Multiplication by $a<0$ and completion of the square give
$$ac\le 2sab-s^2a^2=b^2-(b-sa)^2\le b^2 .$$
Hence $a\langle x,Ex\rangle=b^2-ac\ge0$, and since $a<0$ the error is at most zero. The final `nlinarith` receives this square as a hint.

Some restriction on the other shells is needed. For potentials $(-1,-1)$, $\varphi=(1,0)$ and $x=(0,1)$ one has $a=-1$, $b=0$ and $c=-1$, so the error is $+1$: the separable form misses the attraction of the second shell entirely.

The sign of $a$ matters too. Take potentials $(-1,1,1)$ and $\varphi=(1,1,1)$, so that $a=1$, or $\frac13$ after normalisation. In the state $(1,0,0)$, $b=c=-1$ and the error is $1+1=2$. In the state $(0,1,-1)$, $b=0$ and $c=2$, so the error is $-2$, or $-1$ after normalisation. The same separable potential is too repulsive in one state and too attractive in another. In Lean both values follow by inserting the numbers into `scaled_error_shells`.
